# Rabi oscillation between two orthonormal states coupled by a constant hopping operator

Let `a` and `b` be orthonormal vectors in a complex inner product space, coupled by the time-independent Hamiltonian g(|b⟩⟨a| + |a⟩⟨b|) with g real. The theorem `rabi_evolves` states that ψ(t) = cos(gt) a − i sin(gt) b solves the Schrödinger equation ψ′ = −iHψ, in units with ħ = 1, and that the expectation value of |a⟩⟨a| in this state is cos²(gt). No division by the norm is needed, since orthonormality makes ψ(t) a unit vector. The proof first computes the overlaps of ψ(t) with `a` and `b`, then differentiates ψ and compares the coefficients of the two vectors on each side of the equation. The occupation follows from the overlap with `a`.

The failing Lean file:

```lean
import Mathlib

noncomputable section

namespace HesslerParkBurke

variable {E F ι : Type*} [NormedAddCommGroup E] [InnerProductSpace ℂ E]
  [NormedAddCommGroup F] [InnerProductSpace ℂ F] [Fintype ι]

/-- The real part of the expectation value `⟨ψ, A ψ⟩`. -/
def expect (A : E →L[ℂ] E) (ψ : E) : ℝ := (inner ℂ ψ (A ψ)).re

/-- The state `ψ` obeys the Schrödinger equation `ψ' = -i K(t) ψ` at all times. -/
def Evolves (K : ℝ → E →L[ℂ] E) (ψ : ℝ → E) : Prop :=
  ∀ t, HasDerivAt ψ ((-Complex.I) • K t (ψ t)) t

/-- The occupation operator `|a⟩⟨a|`. -/
def proj (a : E) : E →L[ℂ] E := (innerSL ℂ a).smulRight a

/-- The hopping operator `g (|b⟩⟨a| + |a⟩⟨b|)`. -/
def hop (a b : E) (g : ℝ) : E →L[ℂ] E :=
  (g : ℂ) • ((innerSL ℂ a).smulRight b + (innerSL ℂ b).smulRight a)

/-- The oscillating state `cos(g t) a - i sin(g t) b`. -/
def rabi (a b : E) (g t : ℝ) : E :=
  (Real.cos (g * t) : ℂ) • a - (Complex.I * (Real.sin (g * t) : ℂ)) • b

/-- For orthonormal `a` and `b`, the oscillating state evolves under the hopping operator, and
its occupation of `a` is `cos²(g t)`. -/
theorem rabi_evolves {a b : E} (ha : inner ℂ a a = (1 : ℂ)) (hb : inner ℂ b b = (1 : ℂ))
    (hab : inner ℂ a b = (0 : ℂ)) (g : ℝ) :
    Evolves (fun _ => hop a b g) (rabi a b g) ∧
      ∀ t, expect (proj a) (rabi a b g t) = Real.cos (g * t) ^ 2 := by
  have hba : inner ℂ b a = (0 : ℂ) := by rw [← inner_conj_symm, hab, map_zero]
  have i1 : ∀ t, inner ℂ a (rabi a b g t) = (Real.cos (g * t) : ℂ) := fun t => by
    simp only [rabi, inner_sub_right, inner_smul_right, ha, hab, mul_one, mul_zero, sub_zero]
  have i2 : ∀ t, inner ℂ b (rabi a b g t) = -(Complex.I * (Real.sin (g * t) : ℂ)) :=
    fun t => by
      simp only [rabi, inner_sub_right, inner_smul_right, hb, hba, mul_one, mul_zero, zero_sub]
  constructor
  · intro t
    have hl : HasDerivAt (fun s : ℝ => g * s) g t := by
      simpa using (hasDerivAt_id t).const_mul g
    refine ((hl.cos.ofReal_comp.smul_const a).fun_sub
      ((hl.sin.ofReal_comp.const_mul Complex.I).smul_const b)).congr_deriv ?_
    change _ = (-Complex.I) • ((g : ℂ) • (inner ℂ a (rabi a b g t) • b
      + inner ℂ b (rabi a b g t) • a))
    rw [i1, i2]
    simp only [Complex.ofReal_mul, Complex.ofReal_neg]
    match_scalars
    · linear_combination (-(g : ℂ) * (Real.sin (g * t) : ℂ)) * Complex.I_mul_I
    · ring
  · intro t
    change (inner ℂ (rabi a b g t) (inner ℂ a (rabi a b g t) • a)).re = _
    rw [inner_smul_right, ← inner_conj_symm (rabi a b g t) a, i1, Complex.conj_ofReal,
      ← Complex.ofReal_mul, Complex.ofReal_re]
    ring

end HesslerParkBurke
```

The compiler's answer:

```
Main.lean:51:6: error: ring failed, ring expressions not equal
E : Type u_1
inst✝¹ : NormedAddCommGroup E
inst✝ : InnerProductSpace ℂ E
a b : E
ha : inner ℂ a a = 1
hb : inner ℂ b b = 1
hab : inner ℂ a b = 0
g : ℝ
hba : inner ℂ b a = 0
i1 : ∀ (t : ℝ), inner ℂ a (rabi a b g t) = ↑(Real.cos (g * t))
i2 : ∀ (t : ℝ), inner ℂ b (rabi a b g t) = -(Complex.I * ↑(Real.sin (g * t)))
t : ℝ
hl : HasDerivAt (fun s => g * s) g t
⊢ -(Complex.sin (↑g * ↑t) * ↑g) - Complex.sin (↑g * ↑t) * ↑g * Complex.I ^ 2 + ↑g * ↑(Real.sin (g * t)) +
      ↑g * ↑(Real.sin (g * t)) * Complex.I ^ 2 =
    0
```

The change, after which it compiles:

```diff
@@ -48,6 +48,8 @@
     rw [i1, i2]
     simp only [Complex.ofReal_mul, Complex.ofReal_neg]
+    generalize Real.sin (g * t) = s
+    generalize Real.cos (g * t) = c
     match_scalars
-    · linear_combination (-(g : ℂ) * (Real.sin (g * t) : ℂ)) * Complex.I_mul_I
+    · linear_combination (-(g : ℂ) * (s : ℂ)) * Complex.I_mul_I
     · ring
   · intro t
```

Diagnosis. The error says that `ring`, called by `linear_combination`, could not close the goal for the coefficient of `a`. The remaining expression contains the same sine in two forms: `Complex.sin (↑g * ↑t)`, from the goal, and `↑(Real.sin (g * t))`, from the coefficient supplied to `linear_combination`. In producing the scalar goals, `match_scalars` had pushed the cast from ℝ to ℂ through the sine. The two forms are equal, and with them identified the expression cancels to zero, but `ring` treats them as unrelated atoms.

The repair uses `generalize` to replace `Real.sin (g * t)` by a real variable `s` before `match_scalars` runs. The cast `↑s` has no sine to be pushed through, so it keeps its form, and the coefficient, now written with `(s : ℂ)`, matches the goal. The identity `Complex.I_mul_I` then suffices as before. Generalising the cosine to `c` is mere tidying: the cosine does not enter the failing goal, and no error was reported for the other one.
